# Repeated commutators with a kill every polynomial in a and b when ab − ba = 1, while [ba, b] = b

## Where a truncated commutator series fails

Take a harmonic oscillator of frequency ω with lowering operator a, raising operator b and number operator N = ba. Its raising operator evolves in the Heisenberg picture as

e^{iωtN} b e^{−iωtN} = b + iωt [N, b] + (iωt)²/2 · [N, [N, b]] + …

If this series is cut after a few terms, the phase factor e^{iωt} is replaced by a polynomial in t. The modulus of that polynomial grows without bound at late times, so the truncated calculation predicts an oscillator whose amplitude eventually exceeds every limit. Keeping more terms extends the time over which the result is accurate, but no finite number of terms is accurate for all times.

The same kind of series behaves quite differently for a displacement, where the exponent is linear in a and b. Acting on any polynomial in a and b, it stops by itself, and a cut made late enough is exact. The difference is algebraic and follows from the canonical commutation relation alone.

For a single bosonic mode, this identifies one family of transformations under which every polynomial Hamiltonian has a finite nested-commutator expansion, namely those generated by a linear combination of a and b. The transformation generated by N does not have this property. Other generators, such as a², are not classified here.

## The statement in words

Let A be an algebra over a commutative ring R, and let a and b be elements of A with

ab − ba = 1.

For physics, R is the field of complex numbers and b is the operator usually written a†. No adjoint is assumed, so b is simply a second element that satisfies the relation. Write ad_c(x) = cx − xc for the commutator with c.

1. For all scalars α, β and every y in the algebra generated by a and b, there is an n such that n commutators with q = αa + βb take y to zero. The choice α = 1, β = 0 gives q = a.
2. For every n, the n-fold commutator of N = ba with b is b itself.
3. If A is nontrivial (0 ≠ 1) and some d in A satisfies Nd − dN = 1, then b is not in the algebra generated by N and d.

The number n in the first statement may depend on y. For q = a in a nontrivial algebra over the complex numbers, no single n serves every y, since k commutators with a turn bᵏ into k!, and only the next one gives zero.

The third statement concerns number and phase. A phase φ with [N, φ] = i would give d = −iφ. The raising operator is then no polynomial in N and φ, which fits the usual picture of b as containing an exponential of the phase. No such φ exists as an operator on the finite combinations of number states, so the statement does not apply there. The reason, and a setting in which d does exist, are given in the section on the Lean objects.

## The derivation

**Leibniz rule.** Adding and subtracting xcy gives

c(xy) − (xy)c = (cx − xc)y + x(cy − yc),

so ad_c(xy) = ad_c(x) y + x ad_c(y). The commutator is also additive, and so are its iterates.

**Products.** Suppose m commutators with c kill x, and n kill y. Then m + n commutators kill xy, by induction on m + n. If m = 0, then x = 0 and the product is zero; likewise if n = 0. If both are positive, one commutator gives

ad_c(xy) = ad_c(x) y + x ad_c(y).

In the first term the factors need m − 1 and n commutators, and in the second m and n − 1. Both totals are m + n − 1, so by the induction hypothesis that many further commutators kill each term, and by additivity they kill the sum.

**From generators to the whole algebra.** An element of the generated algebra is built from generators and scalars by sums and products. Scalars die after one commutator. If m commutators kill x and n kill y, then m + n kill both, hence x + y, and the previous step handles xy. So if each generator is killed by some iterated commutator with c, every element is.

**The linear combination q.** The commutators with the generators are scalars:

[q, a] = β(ba − ab) = −β

[q, b] = α(ab − ba) = α

A second commutator kills them. Both generators therefore satisfy the condition with n = 2, which proves the first statement.

**The number operator.** Here

[ba, b] = bab − bba = b(ab − ba) = b.

Thus b is a fixed point of ad_N, and any number of repetitions returns b.

**Number and phase.** The relation Nd − dN = 1 makes (N, d) a canonical pair in its own right. By the first statement applied to this pair, every element of the algebra generated by N and d is killed by some iterated commutator with N. If b were such an element, some n would give 0 = ad_Nⁿ(b) = b. Then 1 = ab − ba = 0, which a nontrivial algebra excludes.

## A displacement with α = 2 and β = 3

Let q = 2a + 3b, so that [q, a] = −3 and [q, b] = 2. For N = ba,

[q, N] = 2a − 3b

[q, [q, N]] = 2·(−3) − 3·2 = −12

[q, [q, [q, N]]] = 0.

The expansion of e^{tq} N e^{−tq} is therefore N + t(2a − 3b) − 6t², with no remainder. This equals (b + 2t)(a − 3t), the number operator with both factors shifted. With b = a† and real t ≠ 0, the shifts 2t and −3t are not complex conjugates of each other, so this is an algebraic example and not a physical displacement; a unitary one needs β = −α*.

With N in the exponent, e^{tN} b e^{−tN} = eᵗ b; for real t this is evolution in imaginary time, not the oscillation of the opening section. At t = 1 the terms up to third order add up to 1 + 1 + 1/2 + 1/6 ≈ 2.667, against e ≈ 2.718. These exponentials are illustrations; the theorems speak only of the commutators.

## How the Lean objects correspond to the physics

- `ad x y` is xy − yx, and `(ad c)^[n]` is the function `ad c` applied n times. For n = 0 it is the identity, so "killed by zero commutators" means being zero.
- `Algebra.adjoin R {a, b}` is the set of all noncommutative polynomials in a and b with coefficients in R, constants included. The construction takes no limits, so an infinite series such as an exponential need not lie in it.
- `h : a * b - b * a = 1` is the canonical commutation relation, the postulate that stands for a bosonic mode with ħ scaled out.
- The name "quadrature" in the code is broader than in textbooks: α and β are arbitrary scalars, and no Hermiticity is required.
- `lowering R` and `raising R` are differentiation and multiplication by X on polynomials, a concrete pair that satisfies `h`. Over the complex numbers, Xⁿ stands for the unnormalised vector √(n!) |n⟩. In terms of normalised states the two operators act as a|n⟩ = √n |n−1⟩, with a|0⟩ = 0, and b|n⟩ = √(n+1) |n+1⟩.

The step from this algebra to the oscillator's Hilbert space is the question of domains. There a and b are unbounded, and their products are not defined on every vector. A common domain that both operators map into itself, such as the finite combinations of number states, makes all repeated products and commutators well defined. Matrices cut off at a finite occupation number do not satisfy `h`: the trace of a commutator is zero, while the trace of the identity is not.

The existence of d is a hypothesis of the third statement. On finite combinations of number states it fails, because the diagonal elements of Nd − dN vanish. It does hold for smooth functions on the half-line x > 0, with a = d/dx, b = x and d = log x. There b is the exponential of d, and the theorem says that no polynomial in N and d can replace it.

## The complete Lean file

```lean
import Mathlib

open Polynomial

namespace WeylLocalNilpotency

variable {R A : Type*} [CommRing R] [Ring A] [Algebra R A]

/-- The commutator `[x, y] = x y - y x`, seen as the action of `x` on `y`. -/
def ad (x y : A) : A := x * y - y * x

/-- The commutator with `c` obeys the Leibniz rule on products. -/
theorem ad_mul (c x y : A) : ad c (x * y) = ad c x * y + x * ad c y := by
  unfold ad
  noncomm_ring

/-- The `n`-fold commutator with `c` is additive. -/
theorem ad_iterate_add (c : A) (n : ℕ) (x y : A) :
    (ad c)^[n] (x + y) = (ad c)^[n] x + (ad c)^[n] y := by
  induction n generalizing x y with
  | zero => rfl
  | succ n ih =>
    have h : ad c (x + y) = ad c x + ad c y := by
      unfold ad
      noncomm_ring
    rw [Function.iterate_succ_apply, h, ih]
    rfl

/-- If `m` commutators with `c` kill `x` and `n` commutators with `c` kill `y`, then
`m + n` commutators with `c` kill the product `x y`. -/
theorem ad_iterate_mul_eq_zero (c : A) {m n : ℕ} {x y : A}
    (hx : (ad c)^[m] x = 0) (hy : (ad c)^[n] y = 0) :
    (ad c)^[m + n] (x * y) = 0 := by
  have hzero : ∀ k : ℕ, (ad c)^[k] (0 : A) = 0 := fun k =>
    Function.iterate_fixed (by simp [ad]) k
  -- induction on the total number of commutators
  have key : ∀ (k m n : ℕ) (x y : A), m + n = k → (ad c)^[m] x = 0 →
      (ad c)^[n] y = 0 → (ad c)^[k] (x * y) = 0 := by
    intro k
    induction k with
    | zero =>
      intro m n x y h hx _
      have hm : m = 0 := by omega
      subst hm
      have hx0 : x = 0 := hx
      rw [hx0, zero_mul]
      exact hzero 0
    | succ k ih =>
      intro m n x y h hx hy
      rcases m with _ | m
      · have hx0 : x = 0 := hx
        rw [hx0, zero_mul]
        exact hzero (k + 1)
      rcases n with _ | n
      · have hy0 : y = 0 := hy
        rw [hy0, mul_zero]
        exact hzero (k + 1)
      -- the Leibniz rule spends one commutator on either factor
      rw [Function.iterate_succ_apply, ad_mul, ad_iterate_add,
        ih m (n + 1) (ad c x) y (by omega) hx hy,
        ih (m + 1) n x (ad c y) (by omega) hx hy, add_zero]
  exact key (m + n) m n x y rfl hx hy

/-- If every generator in `s` is killed by some iterated commutator with `c`, then so is
every element of the algebra generated by `s`. -/
theorem adjoin_locally_nilpotent (c : A) {s : Set A}
    (hs : ∀ z ∈ s, ∃ n : ℕ, (ad c)^[n] z = 0) {y : A} (hy : y ∈ Algebra.adjoin R s) :
    ∃ n : ℕ, (ad c)^[n] y = 0 := by
  have hzero : ∀ k : ℕ, (ad c)^[k] (0 : A) = 0 := fun k =>
    Function.iterate_fixed (by simp [ad]) k
  induction hy using Algebra.adjoin_induction with
  | mem x hx => exact hs x hx
  | algebraMap r => exact ⟨1, sub_eq_zero.mpr (Algebra.commutes r c).symm⟩
  | add x y _ _ hx hy =>
    obtain ⟨m, hm⟩ := hx
    obtain ⟨n, hn⟩ := hy
    refine ⟨m + n, ?_⟩
    have h1 : (ad c)^[m + n] x = 0 := by
      rw [Nat.add_comm, Function.iterate_add_apply, hm, hzero]
    have h2 : (ad c)^[m + n] y = 0 := by
      rw [Function.iterate_add_apply, hn, hzero]
    rw [ad_iterate_add, h1, h2, add_zero]
  | mul x y _ _ hx hy =>
    obtain ⟨m, hm⟩ := hx
    obtain ⟨n, hn⟩ := hy
    exact ⟨m + n, ad_iterate_mul_eq_zero c hm hn⟩

/-- If `a b - b a = 1`, every element of the algebra generated by `a` and `b` is killed by
some iterated commutator with the linear combination `α a + β b`. -/
theorem quadrature_locally_nilpotent {a b : A} (h : a * b - b * a = 1) (α β : R)
    {y : A} (hy : y ∈ Algebra.adjoin R {a, b}) :
    ∃ n : ℕ, (ad (α • a + β • b))^[n] y = 0 := by
  -- the commutators with the two generators are scalars
  have ha : ad (α • a + β • b) a = algebraMap R A (-β) := by
    have h1 : ad (α • a + β • b) a = -(β • (a * b - b * a)) := by
      simp only [ad, add_mul, mul_add, smul_mul_assoc, mul_smul_comm, smul_sub]
      abel
    rw [h1, h, Algebra.algebraMap_eq_smul_one, neg_smul]
  have hb : ad (α • a + β • b) b = algebraMap R A α := by
    have h1 : ad (α • a + β • b) b = α • (a * b - b * a) := by
      simp only [ad, add_mul, mul_add, smul_mul_assoc, mul_smul_comm, smul_sub]
      abel
    rw [h1, h, Algebra.algebraMap_eq_smul_one]
  refine adjoin_locally_nilpotent _ (fun z hz => ⟨2, ?_⟩) hy
  simp only [Set.mem_insert_iff, Set.mem_singleton_iff] at hz
  change ad (α • a + β • b) (ad (α • a + β • b) z) = 0
  rcases hz with hz | hz
  · rw [hz, ha]
    exact sub_eq_zero.mpr (Algebra.commutes _ _).symm
  · rw [hz, hb]
    exact sub_eq_zero.mpr (Algebra.commutes _ _).symm

/-- If `a b - b a = 1`, every element of the algebra generated by `a` and `b` is killed by
some iterated commutator with `a`, while the `n`-fold commutator of `b a` with `b` equals
`b` for every `n`. -/
theorem ladder_nilpotent_number_not {a b : A} (h : a * b - b * a = 1) :
    (∀ y ∈ Algebra.adjoin R {a, b}, ∃ n : ℕ, (ad a)^[n] y = 0) ∧
      ∀ n : ℕ, (ad (b * a))^[n] b = b := by
  constructor
  · intro y hy
    have hq := quadrature_locally_nilpotent h (1 : R) 0 hy
    rwa [one_smul, zero_smul, add_zero] at hq
  · -- `b` is a fixed point of the commutator with `b a`
    have hfix : ad (b * a) b = b := by
      calc ad (b * a) b = b * (a * b - b * a) := by
            unfold ad
            noncomm_ring
        _ = b := by rw [h, mul_one]
    exact fun n => Function.iterate_fixed hfix n

/-- In a nontrivial algebra with `a b - b a = 1`, if `d` is canonically conjugate to the
number operator `N = b a`, that is `N d - d N = 1`, then `b` does not lie in the algebra
generated by `N` and `d`. -/
theorem raising_not_mem_adjoin_number_conjugate [Nontrivial A] {a b d : A}
    (h : a * b - b * a = 1) (hd : (b * a) * d - d * (b * a) = 1) :
    b ∉ Algebra.adjoin R {b * a, d} := by
  intro hb
  obtain ⟨n, hn⟩ := (ladder_nilpotent_number_not (R := R) hd).1 b hb
  rw [(ladder_nilpotent_number_not (R := R) h).2 n] at hn
  rw [hn, mul_zero, zero_mul, sub_zero] at h
  exact zero_ne_one h

/-- Differentiation, as an operator on polynomials in one variable. -/
noncomputable def lowering (R : Type*) [CommRing R] : Module.End R R[X] :=
  Polynomial.derivative

/-- Multiplication by the variable, as an operator on polynomials. -/
noncomputable def raising (R : Type*) [CommRing R] : Module.End R R[X] :=
  LinearMap.mulLeft R (X : R[X])

/-- Differentiation and multiplication by the variable satisfy `a b - b a = 1` on
polynomials. -/
theorem canonical_pair_witness (R : Type*) [CommRing R] :
    lowering R * raising R - raising R * lowering R = 1 := by
  refine LinearMap.ext fun p => ?_
  change derivative (X * p) - X * derivative p = p
  rw [derivative_mul, derivative_X]
  ring

end WeylLocalNilpotency
```

```lean
#print axioms WeylLocalNilpotency.ladder_nilpotent_number_not
-- 'WeylLocalNilpotency.ladder_nilpotent_number_not' depends on axioms: [propext, Classical.choice, Quot.sound]
#print axioms WeylLocalNilpotency.raising_not_mem_adjoin_number_conjugate
-- 'WeylLocalNilpotency.raising_not_mem_adjoin_number_conjugate' depends on axioms: [propext, Classical.choice, Quot.sound]
```

## How the lemmas fit together

`ad_mul` is the Leibniz rule. Once `ad` is unfolded, `noncomm_ring` checks the identity without exchanging any factors. `ad_iterate_add` extends additivity from one commutator to n by induction; x and y are left general because the induction hypothesis is needed for `ad c x` and `ad c y`.

`ad_iterate_mul_eq_zero` is the product step. Its inner claim `key` runs the induction on the total k = m + n, with m, n, x and y all free to change. This freedom is essential, since after one use of the Leibniz rule the hypothesis is applied twice: to the pair `ad c x`, y and to the pair x, `ad c y`. The two `rcases` lines split off m = 0 and n = 0, where a factor is zero. In the remaining case `Function.iterate_succ_apply` takes out the commutator that acts first, `ad_mul` distributes it, and the two uses of `ih` turn both terms into zero.

The count m + n is generous. When m and n are both positive, m + n − 1 commutators already suffice, but existence of some n is all that is needed later.

`adjoin_locally_nilpotent` follows the construction of the generated algebra through `Algebra.adjoin_induction`. Its four cases are generators, scalars, sums and products. In the sum case, `h1` and `h2` show that m + n commutators kill each summand, because an element that has reached zero stays there.

`quadrature_locally_nilpotent` computes the two scalar commutators as `ha` and `hb`. In each, `h1` states that the commutator is a multiple of ab − ba. There `simp only` expands both sides and `abel` checks that they agree. Then `h` replaces ab − ba by 1. The number 2 is then supplied for both generators, and `Algebra.commutes` shows that the second commutator vanishes because scalars commute with everything.

`ladder_nilpotent_number_not` combines the two contrasting facts. The first half sets α = 1 and β = 0 in the previous theorem. The second half proves the fixed-point equation `hfix` by the same two-step calculation as above, and `Function.iterate_fixed` carries it to every n.

`raising_not_mem_adjoin_number_conjugate` uses that theorem twice. Its first half, applied to the pair (N, d) through `hd`, yields an n for which the iterated commutator of N with b is zero. Its second half, applied to (a, b) through `h`, says that the same expression is b. Substituting b = 0 into `h` leaves 0 = 1, which contradicts `Nontrivial A`.

Finally, `canonical_pair_witness` verifies the commutation relation for the polynomial model by letting both sides act on an arbitrary polynomial p. The product rule gives (Xp)′ − Xp′ = p.
